# Adding a multiple of the unperturbed eigenstate to the trial first-order correction leaves the Hylleraas functional unchanged

In second-order perturbation theory the Hylleraas functional of a trial first-order correction φ is J(φ) = Re⟨φ, (H₀ − E₀)φ⟩ + 2 Re⟨φ, (V − E₁)ψ⟩, where E₁ = Re⟨ψ, Vψ⟩. The theorem says that J(φ + cψ) = J(φ) for every vector φ and every complex number c. Here H₀ and V are symmetric linear operators defined on the whole of a complex inner product space, and ψ is a normalised eigenvector of H₀ with real eigenvalue E₀; ψ need not be the ground state, nor E₀ non-degenerate. The proof first shows that H₀ − E₀ sends φ + cψ and φ to the same vector, and that ψ is orthogonal both to (H₀ − E₀)φ and to (V − E₁)ψ. It then expands the inner products in J(φ + cψ) and rewrites the extra terms to zero.

This version doesn't compile in Lean 4 with Mathlib:

```lean
import Mathlib

open Filter Topology

namespace HylleraasRayleighQuotient

noncomputable section

variable {E : Type*} [NormedAddCommGroup E] [InnerProductSpace ℂ E]

/-- The first-order energy `E₁ = Re ⟨ψ, V ψ⟩`. -/
def firstOrderEnergy (V : E →ₗ[ℂ] E) (ψ : E) : ℝ := (inner ℂ ψ (V ψ)).re

/-- The Hylleraas functional `J(φ) = Re ⟨φ, (H₀ - E₀) φ⟩ + 2 Re ⟨φ, (V - E₁) ψ⟩`. -/
def hylleraas (H₀ V : E →ₗ[ℂ] E) (ψ : E) (E₀ : ℝ) (φ : E) : ℝ :=
  (inner ℂ φ (H₀ φ - (E₀ : ℂ) • φ)).re
    + 2 * (inner ℂ φ (V ψ - (firstOrderEnergy V ψ : ℂ) • ψ)).re

/-- The Hylleraas functional does not change when a complex multiple of the unperturbed state
is added to `φ`. -/
theorem hylleraas_add_smul {H₀ V : E →ₗ[ℂ] E} (hH : H₀.IsSymmetric) (hV : V.IsSymmetric)
    {ψ : E} {E₀ : ℝ} (hn : ‖ψ‖ = 1) (hψ : H₀ ψ = (E₀ : ℂ) • ψ) (φ : E) (c : ℂ) :
    hylleraas H₀ V ψ E₀ (φ + c • ψ) = hylleraas H₀ V ψ E₀ φ := by
  have h1 : H₀ (φ + c • ψ) - (E₀ : ℂ) • (φ + c • ψ) = H₀ φ - (E₀ : ℂ) • φ := by
    rw [map_add, map_smul, hψ]
    module
  have h2 : inner ℂ ψ (H₀ φ - (E₀ : ℂ) • φ) = 0 := by
    rw [inner_sub_right, ← hH ψ φ, hψ, inner_smul_left, inner_smul_right,
      Complex.conj_ofReal, sub_self]
  -- the expectation value of V is real, so it equals E₁ as a complex number
  have h3 : inner ℂ ψ (V ψ) = (firstOrderEnergy V ψ : ℂ) :=
    Complex.ext rfl (Complex.conj_eq_iff_im.1 ((inner_conj_symm (V ψ) ψ).trans (hV ψ ψ)))
  have h4 : inner ℂ ψ (V ψ - (firstOrderEnergy V ψ : ℂ) • ψ) = 0 := by
    rw [inner_sub_right, inner_smul_right, h3, inner_self_eq_norm_sq_to_K, hn]
    simp
  rw [hylleraas, h1, inner_add_left, inner_add_left, inner_smul_left, inner_smul_left,
    h2, h4, mul_zero, mul_zero, add_zero, add_zero, hylleraas]

end

end HylleraasRayleighQuotient
```

Messages:

```
Main.lean:37:22: error: Tactic `rewrite` failed: Did not find an occurrence of the pattern
  ?a * 0
in the target expression
  (inner ℂ φ (H₀ φ - ↑E₀ • φ) + 0).re + 2 * (inner ℂ φ (V ψ - ↑(firstOrderEnergy V ψ) • ψ) + 0).re =
    hylleraas H₀ V ψ E₀ φ

E : Type u_1
inst✝¹ : NormedAddCommGroup E
inst✝ : InnerProductSpace ℂ E
H₀ V : E →ₗ[ℂ] E
hH : H₀.IsSymmetric
hV : V.IsSymmetric
ψ : E
E₀ : ℝ
hn : ‖ψ‖ = 1
hψ : H₀ ψ = ↑E₀ • ψ
φ : E
c : ℂ
h1 : H₀ (φ + c • ψ) - ↑E₀ • (φ + c • ψ) = H₀ φ - ↑E₀ • φ
h2 : inner ℂ ψ (H₀ φ - ↑E₀ • φ) = 0
h3 : inner ℂ ψ (V ψ) = ↑(firstOrderEnergy V ψ)
h4 : inner ℂ ψ (V ψ - ↑(firstOrderEnergy V ψ) • ψ) = 0
⊢ (inner ℂ φ (H₀ φ - ↑E₀ • φ) + 0).re + 2 * (inner ℂ φ (V ψ - ↑(firstOrderEnergy V ψ) • ψ) + 0).re =
    hylleraas H₀ V ψ E₀ φ
```

As a diff, the version that Lean accepts:

```diff
@@ -35,5 +35,5 @@
     simp
   rw [hylleraas, h1, inner_add_left, inner_add_left, inner_smul_left, inner_smul_left,
-    h2, h4, mul_zero, mul_zero, add_zero, add_zero, hylleraas]
+    h2, h4, mul_zero, add_zero, add_zero, hylleraas]
 
 end
```

The error is at the second `mul_zero` in the last `rw`. Once `h2` and `h4` have been used, each of the two inner products in the goal is followed by the same extra term, the conjugate of `c` times `0`. The first `mul_zero` has the pattern `?a * 0`. `rw` fixes `?a` at the first match, here the conjugate of `c`, and then rewrites every instance of the resulting expression, so both products become `0` in one step. The goal in the message shows this, with `+ 0` in both places and no product with `0` left, and `rw` fails when it finds nothing to rewrite.

The repair deletes the second `mul_zero`. Both copies of `add_zero` stay, because the two sums have different left-hand terms: the first rewrite fixes `?a` in `?a + 0` to one inner product and so leaves the other sum alone.
